# A free particle beside a hard wall: one image point gives an imaginary-time kernel that composes on the half-line

Set mass, ħ and imaginary time to 1, and put the starting point at y = 1. The free kernel is a Gaussian centred at 1. Subtract the same Gaussian centred at the image point −1:

(2π)^(−1/2) [exp(−(x−1)²/2) − exp(−(x+1)²/2)] = 2 (2π)^(−1/2) exp(−(x²+1)/2) sinh x.

The result is zero at the wall x = 0, positive for x > 0, and odd in x. Oddness also gives composition: a product of two such kernels is even in the position they share, so integrating over the half-line gives half the integral over the whole line, where free propagation is already understood.

In Lean 4 with Mathlib:

```lean
import Mathlib

open Real MeasureTheory Set

namespace HardWallImages

noncomputable section
```

## The two kernels

For mass m, ħ and imaginary time t, all positive, and real positions x and y, the free kernel is

K_t(x,y) = √(m/(2πħt)) exp(−m(x−y)²/(2ħt)).

```lean
/-- The free-particle kernel in imaginary time `t`, for mass `m`;
its domain is `m, hbar, t > 0`. -/
def freeKernel (m hbar t x y : ℝ) : ℝ :=
  √(m / (2 * π * hbar * t)) * Real.exp (-(m * (x - y) ^ 2 / (2 * hbar * t)))
```

In `freeKernel m hbar t x y` all five arguments are real numbers, and t has the dimension of time. Positivity is assumed in the theorems that need it.

The hard-wall kernel subtracts the contribution of the image point:

D_t(x,y) = K_t(x,y) − K_t(x,−y).

```lean
/-- The hard-wall kernel: the free kernel minus the free kernel of the image point `-y`;
its domain is `m, hbar, t > 0`. -/
def wallKernel (m hbar t x y : ℝ) : ℝ :=
  freeKernel m hbar t x y - freeKernel m hbar t x (-y)
```

The wall stands for an infinite potential on x < 0, which forces amplitudes to vanish at x = 0. No potential appears in the definition; the boundary value is a consequence of the subtraction.

## Reflection and free composition

Since (x+y)² = (−x−y)², reflecting either endpoint has the same effect:

K_t(x,−y) = K_t(−x,y).

```lean
/-- Reflecting the final point of the free kernel is the same as reflecting the initial one. -/
theorem freeKernel_reflect (m hbar t x y : ℝ) :
    freeKernel m hbar t x (-y) = freeKernel m hbar t (-x) y := by
  have h : (x - -y) ^ 2 = (-x - y) ^ 2 := by ring
  simp only [freeKernel, h]
```

Now let s, t > 0 and let z be an intermediate position. With

b = m(s+t)/(2ħst), c = (tx+sy)/(s+t),

completing the square gives

m(x−z)²/(2ħs) + m(z−y)²/(2ħt) = m(x−y)²/(2ħ(s+t)) + b(z−c)².

The integral of exp(−b(z−c)²) over all z is √(π/b), and the prefactors combine:

√(m/(2πħs)) √(m/(2πħt)) √(2πħst/(m(s+t))) = √(m/(2πħ(s+t))).

Hence ∫ K_s(x,z) K_t(z,y) dz = K_{s+t}(x,y) over the whole line.

```lean
/-- Free propagation for times `s, t > 0` composes: the product of kernels is integrable over
the intermediate position, and its integral is the free kernel for time `s + t`. -/
theorem freeKernel_comp {m hbar s t : ℝ} (hm : 0 < m) (hh : 0 < hbar) (hs : 0 < s)
    (ht : 0 < t) (x y : ℝ) :
    Integrable (fun z => freeKernel m hbar s x z * freeKernel m hbar t z y) ∧
      ∫ z, freeKernel m hbar s x z * freeKernel m hbar t z y
        = freeKernel m hbar (s + t) x y := by
  obtain ⟨b, hb⟩ : ∃ b, b = m * (s + t) / (2 * hbar * s * t) := ⟨_, rfl⟩
  obtain ⟨c, hc⟩ : ∃ c, c = (t * x + s * y) / (s + t) := ⟨_, rfl⟩
  have hb0 : 0 < b := by rw [hb]; positivity
  -- complete the square in the intermediate position
  have key : ∀ z, freeKernel m hbar s x z * freeKernel m hbar t z y =
      (√(m / (2 * π * hbar * s)) * √(m / (2 * π * hbar * t)) *
        Real.exp (-(m * (x - y) ^ 2 / (2 * hbar * (s + t))))) *
        Real.exp (-b * (z - c) ^ 2) := by
    intro z
    have e : -(m * (x - z) ^ 2 / (2 * hbar * s)) + -(m * (z - y) ^ 2 / (2 * hbar * t)) =
        -(m * (x - y) ^ 2 / (2 * hbar * (s + t))) + -b * (z - c) ^ 2 := by
      rw [hb, hc]
      field_simp
      ring
    simp only [freeKernel]
    rw [mul_mul_mul_comm, ← Real.exp_add, e, Real.exp_add]
    ring
  have shift : ∫ z, Real.exp (-b * (z - c) ^ 2) = √(π / b) := by
    rw [← integral_gaussian b]
    exact integral_sub_right_eq_self (fun z => Real.exp (-b * z ^ 2)) c
  -- the normalisation constants combine
  have hpre : √(m / (2 * π * hbar * s)) * √(m / (2 * π * hbar * t)) * √(π / b) =
      √(m / (2 * π * hbar * (s + t))) := by
    have hp : 0 ≤ m / (2 * π * hbar * s) := by positivity
    have hq : 0 ≤ m / (2 * π * hbar * t) := by positivity
    rw [← Real.sqrt_mul hp, ← Real.sqrt_mul (mul_nonneg hp hq), hb]
    congr 1
    field_simp
  simp only [key]
  refine ⟨((integrable_exp_neg_mul_sq hb0).comp_sub_right c).const_mul _, ?_⟩
  rw [integral_const_mul, shift]
  simp only [freeKernel]
  rw [← hpre]
  ring
```

The step `key` is the completed square, `shift` moves the Gaussian to the origin, and `hpre` combines the prefactors. The theorem also states that the product is integrable, which is used below to integrate a sum term by term.

## Boundary value and sign

At x = 0 the source and its image are equally far away, so K_t(0,y) = K_t(0,−y). At y = 0 they coincide. Therefore

D_t(0,y) = 0 and D_t(x,0) = 0.

```lean
/-- The hard-wall kernel vanishes when either endpoint lies on the wall. -/
theorem wallKernel_at_wall (m hbar t x y : ℝ) :
    wallKernel m hbar t 0 y = 0 ∧ wallKernel m hbar t x 0 = 0 := by
  constructor <;> simp [wallKernel, freeKernel]
```

Away from the wall, the sign depends on which of the two points is nearer:

(x+y)² − (x−y)² = 4xy.

The exponential decreases with squared distance, so D_t(x,y) > 0 exactly when xy > 0. In particular, D is positive for x, y > 0.

```lean
/-- For positive mass, `hbar` and time, the hard-wall kernel is positive exactly when both
points lie strictly on the same side of the wall. -/
theorem wallKernel_pos_iff {m hbar t : ℝ} (hm : 0 < m) (hh : 0 < hbar) (ht : 0 < t)
    (x y : ℝ) : 0 < wallKernel m hbar t x y ↔ 0 < x * y := by
  have hA : 0 < √(m / (2 * π * hbar * t)) := by positivity
  have hc : 0 < 2 * hbar * t := by positivity
  have h4 : 0 < 4 * m := by positivity
  -- the image point is farther away exactly when `x * y > 0`
  have h : m * (x - y) ^ 2 < m * (x - -y) ^ 2 ↔ 0 < 4 * m * (x * y) := by
    constructor <;> intro h <;> nlinarith
  simp only [wallKernel, freeKernel, ← mul_sub]
  rw [mul_pos_iff_of_pos_left hA, sub_pos, Real.exp_lt_exp, neg_lt_neg_iff,
    div_lt_div_iff_of_pos_right hc, h, mul_pos_iff_of_pos_left h4]
```

The inner statement `h` is this comparison of squares, multiplied by m. The final rewriting removes the positive prefactor, the exponential and the common denominator.

## Composition over z > 0

By the reflection identity, D_s(x,z) and D_t(z,y) both change sign under z → −z, so their product is even. Its integral over the whole line is twice its integral over z > 0. Expanding the product gives

D_s(x,z) D_t(z,y) = [K_s(x,z) − K_s(−x,z)] [K_t(z,y) − K_t(z,−y)].

Each of the four terms is a free composition, so the full integral is

K_{s+t}(x,y) − K_{s+t}(x,−y) − K_{s+t}(−x,y) + K_{s+t}(−x,−y) = 2K_{s+t}(x,y) − 2K_{s+t}(x,−y) = 2D_{s+t}(x,y).

Halving it yields

∫_{z>0} D_s(x,z) D_t(z,y) dz = D_{s+t}(x,y).

```lean
/-- Hard-wall propagation for times `s, t > 0` composes by integrating the intermediate
position over the half-line `z > 0` only. -/
theorem wallKernel_comp {m hbar s t : ℝ} (hm : 0 < m) (hh : 0 < hbar) (hs : 0 < s)
    (ht : 0 < t) (x y : ℝ) :
    ∫ z in Ioi (0 : ℝ), wallKernel m hbar s x z * wallKernel m hbar t z y
      = wallKernel m hbar (s + t) x y := by
  -- the integrand is even, so the half-line carries half of the full integral
  have even : ∀ z, wallKernel m hbar s x |z| * wallKernel m hbar t |z| y =
      wallKernel m hbar s x z * wallKernel m hbar t z y := by
    intro z
    rcases abs_choice z with h | h
    · rw [h]
    · rw [h]
      simp only [wallKernel, freeKernel_reflect, neg_neg]
      ring
  have half := integral_comp_abs
    (f := fun z => wallKernel m hbar s x z * wallKernel m hbar t z y)
  simp only [even] at half
  -- the full integral is a sum of four free compositions
  have expand : ∀ z, wallKernel m hbar s x z * wallKernel m hbar t z y =
      (freeKernel m hbar s x z * freeKernel m hbar t z y -
        freeKernel m hbar s x z * freeKernel m hbar t z (-y)) -
      (freeKernel m hbar s (-x) z * freeKernel m hbar t z y -
        freeKernel m hbar s (-x) z * freeKernel m hbar t z (-y)) := by
    intro z
    simp only [wallKernel]
    rw [freeKernel_reflect m hbar s x z]
    ring
  obtain ⟨i1, e1⟩ := freeKernel_comp hm hh hs ht x y
  obtain ⟨i2, e2⟩ := freeKernel_comp hm hh hs ht x (-y)
  obtain ⟨i3, e3⟩ := freeKernel_comp hm hh hs ht (-x) y
  obtain ⟨i4, e4⟩ := freeKernel_comp hm hh hs ht (-x) (-y)
  have h := integral_sub (i1.sub i2) (i3.sub i4)
  simp only [Pi.sub_apply] at h
  rw [integral_sub i1 i2, integral_sub i3 i4, e1, e2, e3, e4] at h
  have full : ∫ z, wallKernel m hbar s x z * wallKernel m hbar t z y =
      2 * wallKernel m hbar (s + t) x y := by
    simp only [expand]
    rw [h]
    simp only [wallKernel, freeKernel_reflect, neg_neg]
    ring
  linarith
```

`Ioi (0 : ℝ)` is the open half-line z > 0. The steps `even` and `half` carry the symmetry argument, `expand` produces the four terms, and `full` is their sum; `linarith` does the halving. The endpoints x and y may be any real numbers, although the physical region is x, y ≥ 0.

For a single free particle in one dimension with one wall, setting t = βħ, with β the inverse temperature, makes D_t, for x, y ≥ 0, the unnormalised thermal density matrix. The composition law then says that dividing imaginary time into slices introduces no time-step error, provided that every slice uses D. Using K in each slice and only restricting the intermediate positions to z > 0 does introduce an error: the integral of a product of two free kernels over z > 0 is positive even at x = 0, where D vanishes.

## The imaginary-time Schrödinger equation

Differentiating the Gaussian once in position gives

∂_x K_t(x,y) = −(m(x−y)/(ħt)) K_t(x,y).

```lean
/-- The first position derivative of the free kernel. -/
theorem freeKernel_slope (m hbar t x y : ℝ) :
    HasDerivAt (fun q => freeKernel m hbar t q y)
      (-(m * (x - y) / (hbar * t)) * freeKernel m hbar t x y) x := by
  have hp : HasDerivAt (fun q : ℝ => (q - y) ^ 2) (2 * (x - y)) x := by
    simpa using ((hasDerivAt_id' x).sub_const y).fun_pow 2
  have h := (((hp.const_mul m).div_const (2 * hbar * t)).fun_neg.exp).const_mul
    (√(m / (2 * π * hbar * t)))
  refine h.congr_deriv ?_
  simp only [freeKernel]
  ring
```

The product rule then gives

∂_x² K_t(x,y) = [(m(x−y)/(ħt))² − m/(ħt)] K_t(x,y).

```lean
/-- The second position derivative of the free kernel, as the derivative of its slope. -/
theorem freeKernel_curvature (m hbar t x y : ℝ) :
    HasDerivAt (fun q => -(m * (q - y) / (hbar * t)) * freeKernel m hbar t q y)
      (((m * (x - y) / (hbar * t)) ^ 2 - m / (hbar * t)) * freeKernel m hbar t x y) x := by
  have h := ((((hasDerivAt_id' x).sub_const y).const_mul m).div_const
    (hbar * t)).fun_neg.fun_mul (freeKernel_slope m hbar t x y)
  exact h.congr_deriv (by ring)
```

In time, both the prefactor and the exponent contribute:

∂_t K_t(x,y) = [−1/(2t) + m(x−y)²/(2ħt²)] K_t(x,y).

The bracket equals ħ/(2m) times the one in the second position derivative, so ∂_t K = (ħ/2m) ∂_x² K.

```lean
/-- For positive mass, `hbar` and time, the time derivative of the free kernel is
`hbar / (2 * m)` times its second position derivative, written out explicitly. -/
theorem freeKernel_evolution {m hbar t : ℝ} (hm : 0 < m) (hh : 0 < hbar) (ht : 0 < t)
    (x y : ℝ) :
    HasDerivAt (fun r => freeKernel m hbar r x y)
      (hbar / (2 * m) * (((m * (x - y) / (hbar * t)) ^ 2 - m / (hbar * t)) *
        freeKernel m hbar t x y)) t := by
  -- both the prefactor and the exponent depend on time through `a / (c * r)`
  have inv : ∀ a c : ℝ, 0 < c →
      HasDerivAt (fun r => a / (c * r)) (-(a / (c * t)) / t) t := by
    intro a c hc
    have h := (hasDerivAt_const t a).fun_div ((hasDerivAt_id' t).const_mul c)
      (mul_pos hc ht).ne'
    exact h.congr_deriv (by field_simp; ring)
  have hq : 0 < m / (2 * π * hbar * t) := by positivity
  have hA : HasDerivAt (fun r => √(m / (2 * π * hbar * r)))
      (-(1 / (2 * t)) * √(m / (2 * π * hbar * t))) t := by
    refine ((inv m (2 * π * hbar) (by positivity)).sqrt hq.ne').congr_deriv ?_
    have hs := Real.mul_self_sqrt hq.le
    rw [div_eq_iff (by positivity)]
    linear_combination (1 / t) * hs
  have hE := (inv (m * (x - y) ^ 2) (2 * hbar) (by positivity)).fun_neg.exp
  refine (hA.fun_mul hE).congr_deriv ?_
  have key : -(1 / (2 * t)) + m * (x - y) ^ 2 / (2 * hbar * t) / t =
      hbar / (2 * m) * ((m * (x - y) / (hbar * t)) ^ 2 - m / (hbar * t)) := by
    field_simp
    ring
  simp only [freeKernel]
  linear_combination (√(m / (2 * π * hbar * t)) *
    Real.exp (-(m * (x - y) ^ 2 / (2 * hbar * t)))) * key
```

Here `hA` differentiates the prefactor, `hE` the exponential, and `key` is the equality of the brackets.

The equation is linear and holds for the source at y and for the image at −y, so it holds for their difference:

∂_t D_t(x,y) = (ħ/2m) ∂_x² D_t(x,y).

```lean
/-- For positive mass, `hbar` and time, the hard-wall kernel is twice continuously
differentiable in position and obeys the free imaginary-time Schrödinger equation. -/
theorem wallKernel_evolution {m hbar t : ℝ} (hm : 0 < m) (hh : 0 < hbar) (ht : 0 < t)
    (x y : ℝ) :
    ContDiff ℝ 2 (fun q => wallKernel m hbar t q y) ∧
      HasDerivAt (fun r => wallKernel m hbar r x y)
        (hbar / (2 * m) * deriv (deriv (fun q => wallKernel m hbar t q y)) x) t := by
  constructor
  · unfold wallKernel freeKernel
    fun_prop
  · have h1 : deriv (fun q => wallKernel m hbar t q y) = fun q =>
        -(m * (q - y) / (hbar * t)) * freeKernel m hbar t q y -
        -(m * (q - -y) / (hbar * t)) * freeKernel m hbar t q (-y) :=
      funext fun q =>
        ((freeKernel_slope m hbar t q y).fun_sub (freeKernel_slope m hbar t q (-y))).deriv
    rw [h1, ((freeKernel_curvature m hbar t x y).fun_sub
      (freeKernel_curvature m hbar t x (-y))).deriv]
    exact ((freeKernel_evolution hm hh ht x y).fun_sub
      (freeKernel_evolution hm hh ht x (-y))).congr_deriv (by ring)

end

end HardWallImages
```

`HasDerivAt` states that the time derivative exists and equals the right-hand side, in which `deriv (deriv ...)` is the second position derivative. The `ContDiff ℝ 2` clause supplies the smoothness that this derivative requires. Multiplied by −ħ, the equation reads −ħ ∂_t D = −(ħ²/2m) ∂_x² D, with the free Hamiltonian acting on the right.

The theorems leave open the limit t → 0, where D should reduce to a delta function on the half-line, and whether D is the unique kernel with these properties.

```lean
#print axioms HardWallImages.wallKernel_at_wall
-- 'HardWallImages.wallKernel_at_wall' depends on axioms: [propext, Classical.choice, Quot.sound]
#print axioms HardWallImages.wallKernel_pos_iff
-- 'HardWallImages.wallKernel_pos_iff' depends on axioms: [propext, Classical.choice, Quot.sound]
#print axioms HardWallImages.wallKernel_comp
-- 'HardWallImages.wallKernel_comp' depends on axioms: [propext, Classical.choice, Quot.sound]
#print axioms HardWallImages.wallKernel_evolution
-- 'HardWallImages.wallKernel_evolution' depends on axioms: [propext, Classical.choice, Quot.sound]
```
